# The free energy per site of an infinite-range binary lattice model tends to the regular-solution minimum

Let A and B atoms occupy $N$ sites, with every unlike pair costing $W/N$ at any distance and like pairs costing nothing. If the composition is free, at zero chemical-potential difference, then for real $W$ and $kT>0$ the free energy per site converges, as $N\to\infty$, to the minimum over $0\le x\le1$ of

$$g(x)=Wx(1-x)+kT\,[x\ln x+(1-x)\ln(1-x)],\qquad 0\ln 0=0.$$

## Alloy with free composition

The physical question is when the regular-solution formula, usually introduced as a mean-field approximation, is exact. With $k$ B atoms there are $\binom Nk$ placements, each with $k(N-k)$ unlike pairs, so

$$Z_N=\sum_{k=0}^N\binom Nk e^{-Wk(N-k)/(NkT)},\qquad F_N=-\frac{kT}{N}\ln Z_N .$$

The factor $1/N$ in the pair energy keeps the total energy proportional to $N$. Positive $W$, often written $\Omega$, penalises unlike pairs. The sum runs over all compositions, at zero chemical-potential difference, which is why a minimum over $x$ appears.

Regular-solution terms are often fitted to computed mixing energies; the limit here is proved only for equal coupling between all pairs, and it gives the minimum of $g$, not the whole curve. Passing to interactions that depend on distance, as in a real alloy, is a further step that the hypotheses don't supply.

## The limit as stated in Lean

`regularFreeEnergy`, `partitionSum` and `freeEnergyPerSite` are $g$, $Z_N$ and $F_N$. The symbol `kT` is one real variable, unrelated to the natural number `k`. The counting of placements enters through the definition of `partitionSum`, which starts from the sum over `k`. Lean's `Real.log 0 = 0` supplies the endpoint convention.

The theorem `tendsto_freeEnergyPerSite` says that some `x` in `Set.Icc 0 1` minimises $g$ there (`IsMinOn`) and that $F_N$ tends to $g(x)$ (`Tendsto`). It makes no claim that the minimiser is unique, and none about a system held at fixed composition.

## Bounding every term from below in free energy

Let $N\ge1$ and $b_k(p)=\binom Nk p^k(1-p)^{N-k}$ for $0\le p\le1$. These weights are nonnegative and sum to one, so each is at most one. Taking $p=x=k/N$ gives

$$\binom Nk\le e^{-N[x\ln x+(1-x)\ln(1-x)]}.$$

Since $Wk(N-k)/N=NWx(1-x)$, each term of $Z_N$ is at most $e^{-Ng(x)/kT}\le e^{-Nm/kT}$, where $m=\min g$. There are $N+1$ terms, hence

$$F_N\ge m-\frac{kT\ln(N+1)}{N}.$$

## Independent sites as a trial distribution

For $0<p<1$ write $Z_N=\sum_k b_k(p)e^{A_k}$ with

$$A_k=-\frac{Wk(N-k)}{NkT}-k\ln p-(N-k)\ln(1-p).$$

Jensen's inequality gives $\ln Z_N\ge\sum_k b_k(p)A_k$. Differentiating $(p+q)^N$ once and twice in $p$, then setting $q=1-p$, yields $\langle k\rangle=Np$ and $\langle k(k-1)\rangle=N(N-1)p^2$. Therefore

$$\langle k(N-k)\rangle=(N-1)\langle k\rangle-\langle k(k-1)\rangle=N(N-1)p(1-p),$$

and

$$F_N\le g(p)-\frac{Wp(1-p)}{N}.$$

At $p=0$ or $p=1$ this reads $F_N\le0$, which holds because the single arrangement with only A atoms, or only B atoms, contributes 1 to $Z_N$.

As $g$ is continuous on a compact interval, it has a minimiser $x$. With $p=x$, both bounds tend to $g(x)=m$, and so does $F_N$.

## The Lean file

```lean
import Mathlib

open Finset Filter Topology

namespace RegularSolutionLimit

noncomputable section

variable {W kT p : ℝ} {N : ℕ}

/-- Regular-solution free energy per site at composition `x` in `[0,1]`,
with the convention `0 log 0 = 0`. -/
def regularFreeEnergy (W kT x : ℝ) : ℝ :=
  W * x * (1 - x) + kT * (x * Real.log x + (1 - x) * Real.log (1 - x))

/-- Partition function of `N ≥ 1` sites at `kT ≠ 0`, summed over the number `k` of B atoms;
each of the `k (N - k)` unlike pairs costs `W / N`, whatever its distance. -/
def partitionSum (W kT : ℝ) (N : ℕ) : ℝ :=
  ∑ k ∈ range (N + 1), (N.choose k : ℝ) * Real.exp (-(W * (k * (N - k)) / N) / kT)

/-- Free energy per site of the finite system, for `N ≥ 1` and `kT ≠ 0`. -/
def freeEnergyPerSite (W kT : ℝ) (N : ℕ) : ℝ :=
  -(kT / N) * Real.log (partitionSum W kT N)

/-- Probability of finding `k ≤ N` B atoms on `N` sites that are occupied independently
with probability `p` in `[0,1]`. -/
def binomialWeight (N : ℕ) (p : ℝ) (k : ℕ) : ℝ :=
  (N.choose k : ℝ) * p ^ k * (1 - p) ^ (N - k)

/-- For independently occupied sites the weights sum to one, the mean number of B atoms is `N p`,
and the mean of `k (k - 1)` is `N (N - 1) p ^ 2`. -/
theorem binomial_moments (N : ℕ) (p : ℝ) :
    ∑ k ∈ range (N + 1), binomialWeight N p k = 1 ∧
    ∑ k ∈ range (N + 1), (k : ℝ) * binomialWeight N p k = N * p ∧
    ∑ k ∈ range (N + 1), (k : ℝ) * (k - 1) * binomialWeight N p k = N * (N - 1) * p ^ 2 := by
  have e : ∀ k, (bernsteinPolynomial ℝ N k).eval p = binomialWeight N p k := by
    intro k
    simp [bernsteinPolynomial, binomialWeight]
  have c : ∀ m : ℕ, ((m * (m - 1) : ℕ) : ℝ) = m * (m - 1) := by
    intro m
    cases m <;> simp
  have h0 := congrArg (Polynomial.eval p) (bernsteinPolynomial.sum ℝ N)
  have h1 := congrArg (Polynomial.eval p) (bernsteinPolynomial.sum_smul ℝ N)
  have h2 := congrArg (Polynomial.eval p) (bernsteinPolynomial.sum_mul_smul ℝ N)
  simp only [Polynomial.eval_finsetSum, nsmul_eq_mul, Polynomial.eval_mul, Polynomial.eval_one,
    Polynomial.eval_natCast, Polynomial.eval_pow, Polynomial.eval_X, e, c] at h0 h1 h2
  exact ⟨h0, h1, h2⟩

/-- The weights are nonnegative for `p` in `[0,1]`. -/
lemma binomialWeight_nonneg (hp : p ∈ Set.Icc (0 : ℝ) 1) (N k : ℕ) : 0 ≤ binomialWeight N p k :=
  mul_nonneg (mul_nonneg (Nat.cast_nonneg _) (pow_nonneg hp.1 _))
    (pow_nonneg (sub_nonneg.2 hp.2) _)

/-- A power is the exponential of `k log x` if `k = 0` or `x > 0`. -/
lemma pow_eq_exp {x : ℝ} {k : ℕ} (h : k = 0 ∨ 0 < x) : x ^ k = Real.exp (k * Real.log x) := by
  rcases h with h | h
  · simp [h]
  · rw [Real.exp_nat_mul, Real.exp_log h]

/-- For `x ≥ 0` a power is at most the exponential of `k log x`, with `log 0` read as `0`. -/
lemma pow_le_exp {x : ℝ} (h : 0 ≤ x) (k : ℕ) : x ^ k ≤ Real.exp (k * Real.log x) := by
  rcases h.eq_or_lt with h | h
  · rw [← h, Real.log_zero, mul_zero, Real.exp_zero]
    exact pow_le_one₀ le_rfl zero_le_one
  · exact (pow_eq_exp (Or.inr h)).le

/-- The partition function is positive. -/
lemma partitionSum_pos (W kT : ℝ) (N : ℕ) : 0 < partitionSum W kT N := by
  refine Finset.sum_pos (fun k hk => ?_) ⟨0, by simp⟩
  have : 0 < N.choose k := Nat.choose_pos (by have := mem_range.1 hk; omega)
  positivity

/-- A Boltzmann exponent `-n G / kT` corresponds to the free energy `G` per site,
for nonzero `kT` and `n`. -/
lemma scale_cancel {n : ℝ} (hkT : kT ≠ 0) (hn : n ≠ 0) (G : ℝ) :
    -(kT / n) * (-(n * G / kT)) = G := by
  field_simp

/-- For `kT > 0` and `N ≥ 1`, a lower bound `m` of the regular-solution free energy on `[0,1]`
bounds the finite-size free energy per site from below, up to `kT log (N + 1) / N`. -/
theorem freeEnergy_lower {m : ℝ} (hkT : 0 < kT) (hN : 0 < N)
    (hm : ∀ x ∈ Set.Icc (0 : ℝ) 1, m ≤ regularFreeEnergy W kT x) :
    m - kT * Real.log (N + 1) / N ≤ freeEnergyPerSite W kT N := by
  have hN' : (0 : ℝ) < N := by exact_mod_cast hN
  have hterm : ∀ k ∈ range (N + 1), (N.choose k : ℝ) *
      Real.exp (-(W * (k * (N - k)) / N) / kT) ≤ Real.exp (-(N * m / kT)) := by
    intro k hk
    have hk : k ≤ N := by have := mem_range.1 hk; omega
    obtain ⟨x, hx⟩ : ∃ x : ℝ, x = k / N := ⟨_, rfl⟩
    have hkx : (k : ℝ) = N * x := by rw [hx]; field_simp
    have hxI : x ∈ Set.Icc (0 : ℝ) 1 := by
      rw [hx]
      exact ⟨by positivity, (div_le_one hN').2 (by exact_mod_cast hk)⟩
    have h1 : x ^ k = Real.exp (k * Real.log x) :=
      pow_eq_exp ((Nat.eq_zero_or_pos k).imp_right fun h => by rw [hx]; positivity)
    have h2 : (1 - x) ^ (N - k) = Real.exp ((N - k : ℕ) * Real.log (1 - x)) := by
      apply pow_eq_exp
      rcases Nat.eq_or_lt_of_le hk with h | h
      · left; omega
      · right; rw [hx]; exact sub_pos.2 ((div_lt_one hN').2 (by exact_mod_cast h))
    -- a single probability is at most one
    have hb : binomialWeight N x k ≤ 1 :=
      (Finset.single_le_sum (fun i _ => binomialWeight_nonneg hxI N i)
        (mem_range.2 (by omega))).trans_eq (binomial_moments N x).1
    rw [binomialWeight, h1, h2, mul_assoc, ← Real.exp_add] at hb
    have e : -(W * (k * (N - k)) / N) / kT = (k * Real.log x + (N - k : ℕ) * Real.log (1 - x))
        + -(N * regularFreeEnergy W kT x / kT) := by
      rw [Nat.cast_sub hk, hkx, regularFreeEnergy]
      generalize Real.log x = a
      generalize Real.log (1 - x) = b
      field_simp
      ring
    rw [e, Real.exp_add, ← mul_assoc]
    refine (mul_le_of_le_one_left (Real.exp_pos _).le hb).trans ?_
    have := hm x hxI
    gcongr
  have hZ : partitionSum W kT N ≤ (N + 1) * Real.exp (-(N * m / kT)) :=
    calc partitionSum W kT N ≤ ∑ _k ∈ range (N + 1), Real.exp (-(N * m / kT)) :=
          Finset.sum_le_sum hterm
      _ = (N + 1) * Real.exp (-(N * m / kT)) := by simp
  have hlog := Real.log_le_log (partitionSum_pos W kT N) hZ
  rw [Real.log_mul (by positivity) (Real.exp_pos _).ne', Real.log_exp] at hlog
  calc m - kT * Real.log (N + 1) / N
      = -(kT / N) * (Real.log (N + 1) + -(N * m / kT)) := by
        rw [mul_add, scale_cancel hkT.ne' hN'.ne']; ring
    _ ≤ freeEnergyPerSite W kT N :=
        mul_le_mul_of_nonpos_left hlog (neg_nonpos.2 (by positivity))

/-- Mean-field upper bound: for `kT > 0`, `N ≥ 1` and every composition `p` in `[0,1]`, the
free energy per site is at most the regular-solution value at `p` minus `W p (1 - p) / N`. -/
theorem freeEnergy_upper (hkT : 0 < kT) (hN : 0 < N) (hp : p ∈ Set.Icc (0 : ℝ) 1) :
    freeEnergyPerSite W kT N ≤ regularFreeEnergy W kT p - W * p * (1 - p) / N := by
  have hN' : (0 : ℝ) < N := by exact_mod_cast hN
  obtain ⟨m0, m1, m2⟩ := binomial_moments N p
  obtain ⟨A, hA⟩ : ∃ A : ℕ → ℝ, ∀ k, A k = -(W * (k * (N - k)) / N) / kT
      - (k * Real.log p + (N - k) * Real.log (1 - p)) := ⟨_, fun _ => rfl⟩
  -- Jensen's inequality for independently occupied sites
  have hJ := convexOn_exp.map_sum_le (t := range (N + 1)) (w := binomialWeight N p) (p := A)
    (fun k _ => binomialWeight_nonneg hp N k) m0 (fun _ _ => Set.mem_univ _)
  have hle : ∑ k ∈ range (N + 1), binomialWeight N p k • Real.exp (A k)
      ≤ partitionSum W kT N := by
    refine Finset.sum_le_sum fun k hk => ?_
    have hk : k ≤ N := by have := mem_range.1 hk; omega
    have h12 := mul_le_mul (pow_le_exp hp.1 k) (pow_le_exp (sub_nonneg.2 hp.2) (N - k))
      (pow_nonneg (sub_nonneg.2 hp.2) _) (Real.exp_pos _).le
    calc binomialWeight N p k • Real.exp (A k)
        = ((N.choose k : ℝ) * Real.exp (A k)) * (p ^ k * (1 - p) ^ (N - k)) := by
          rw [smul_eq_mul, binomialWeight]; ring
      _ ≤ ((N.choose k : ℝ) * Real.exp (A k)) * (Real.exp (k * Real.log p)
            * Real.exp ((N - k : ℕ) * Real.log (1 - p))) :=
          mul_le_mul_of_nonneg_left h12 (by positivity)
      _ = (N.choose k : ℝ) * Real.exp (-(W * (k * (N - k)) / N) / kT) := by
          rw [mul_assoc, ← Real.exp_add, ← Real.exp_add, hA, Nat.cast_sub hk]
          congr 2
          ring
  -- the mean exponent follows from the first two moments
  have hmean : ∑ k ∈ range (N + 1), binomialWeight N p k • A k
      = -(N * (regularFreeEnergy W kT p - W * p * (1 - p) / N) / kT) := by
    have hs : ∀ k : ℕ, binomialWeight N p k • A k
        = (-(W / (N * kT)) * (N - 1) - Real.log p + Real.log (1 - p))
            * (k * binomialWeight N p k)
          + W / (N * kT) * (k * (k - 1) * binomialWeight N p k)
          + -(N * Real.log (1 - p)) * binomialWeight N p k := by
      intro k
      rw [smul_eq_mul, hA]
      ring
    simp only [hs, Finset.sum_add_distrib, ← Finset.mul_sum, m0, m1, m2, regularFreeEnergy]
    generalize Real.log p = a
    generalize Real.log (1 - p) = b
    field_simp
    ring
  rw [hmean] at hJ
  have hlog := (Real.le_log_iff_exp_le (partitionSum_pos W kT N)).2 (hJ.trans hle)
  exact (mul_le_mul_of_nonpos_left hlog (neg_nonpos.2 (by positivity))).trans_eq
    (scale_cancel hkT.ne' hN'.ne' _)

/-- For real `W` and `kT > 0`, the free energy per site of the infinite-range lattice model
converges, as `N` tends to infinity, to the minimum over `[0,1]` of the regular-solution
free energy, and this minimum is attained. -/
theorem tendsto_freeEnergyPerSite (W : ℝ) (hkT : 0 < kT) :
    ∃ x ∈ Set.Icc (0 : ℝ) 1, IsMinOn (regularFreeEnergy W kT) (Set.Icc 0 1) x ∧
      Tendsto (freeEnergyPerSite W kT) atTop (𝓝 (regularFreeEnergy W kT x)) := by
  have hcont : Continuous (regularFreeEnergy W kT) :=
    (show Continuous fun x : ℝ => W * x * (1 - x) by fun_prop).add
      (continuous_const.mul (Real.continuous_mul_log.add
        (Real.continuous_mul_log.comp (continuous_const.sub continuous_id))))
  obtain ⟨x, hx, hmin⟩ := isCompact_Icc.exists_isMinOn
    (Set.nonempty_Icc.2 (zero_le_one' ℝ)) hcont.continuousOn
  refine ⟨x, hx, hmin, ?_⟩
  -- both finite-size corrections vanish
  have hlog : Tendsto (fun N : ℕ => Real.log ((N : ℝ) + 1) / N) atTop (𝓝 0) :=
    ((Real.tendsto_pow_log_div_mul_add_atTop 1 (-1) 1 one_ne_zero).comp
      (tendsto_atTop_add_const_right atTop (1 : ℝ) tendsto_natCast_atTop_atTop)).congr
      (fun N => by simp)
  have hlow : Tendsto (fun N : ℕ => regularFreeEnergy W kT x
      - kT * Real.log ((N : ℝ) + 1) / N) atTop (𝓝 (regularFreeEnergy W kT x)) := by
    simpa [mul_div_assoc] using (hlog.const_mul kT).const_sub (regularFreeEnergy W kT x)
  have hupp : Tendsto (fun N : ℕ => regularFreeEnergy W kT x - W * x * (1 - x) / N)
      atTop (𝓝 (regularFreeEnergy W kT x)) := by
    simpa using (tendsto_const_div_atTop_nhds_zero_nat (W * x * (1 - x))).const_sub
      (regularFreeEnergy W kT x)
  refine tendsto_of_tendsto_of_tendsto_of_le_of_le' hlow hupp ?_ ?_
  · filter_upwards [eventually_gt_atTop 0] with N hN
    exact freeEnergy_lower hkT hN (isMinOn_iff.1 hmin)
  · filter_upwards [eventually_gt_atTop 0] with N hN
    exact freeEnergy_upper hkT hN hx

end

end RegularSolutionLimit
```

```lean
#print axioms RegularSolutionLimit.tendsto_freeEnergyPerSite
-- 'RegularSolutionLimit.tendsto_freeEnergyPerSite' depends on axioms: [propext, Classical.choice, Quot.sound]
```

## From binomial moments to the squeeze

`binomial_moments` obtains the three sums by evaluating Mathlib's Bernstein-polynomial identities at `p`.

In `freeEnergy_lower`, `Finset.single_le_sum` bounds one weight by the total. `pow_eq_exp` turns the powers into exponentials, including the cases `k = 0` and `k = N`. Summing the termwise bound and taking logarithms gives the first inequality.

In `freeEnergy_upper`, `convexOn_exp.map_sum_le` is Jensen's inequality. The step `hle` compares the weighted sum with $Z_N$ as an inequality, using `pow_le_exp`, so the endpoints need no separate argument. `hmean` inserts the moments.

The final theorem gets the minimiser from `isCompact_Icc.exists_isMinOn`, shows that both corrections vanish, and squeezes; `filter_upwards` restricts the bounds to $N>0$.

## Adding a chemical-potential difference

Multiply the $k$-th term of $Z_N$ by $e^{\mu k/kT}$, where the real number $\mu$ is the chemical potential of B minus that of A. Because $k=Nx$ in the first bound and $\langle k\rangle=Np$ in the second, the same argument by hand gives the limit $\min_{0\le x\le1}[g(x)-\mu x]$, with correction terms of the same form in the two bounds.
